# Rational Richardson-Gaudin operators with distinct parameters commute pairwise

The spins are taken here as elements of an abstract complex algebra, known only through their commutation relations, and not as matrices of a chosen size. The result therefore covers spins of any length, which may differ from site to site.

Let S_i have components Sx_i, Sy_i, Sz_i, with i running over a finite set. Write I for the imaginary unit and [A, B] = AB − BA. Each spin satisfies

[Sx_i, Sy_i] = I Sz_i, and cyclically,

and components of different spins commute. For pairwise distinct complex e_i and any complex g, define

R_i = Sz_i + g Σ_{k≠i} S_i·S_k/(e_i − e_k).

These are the rational, isotropic members of the Richardson-Gaudin family; anisotropic couplings are not treated. The claim is that [R_i, R_j] = 0 for all i and j.

## From the exchange operator to the commuting charges

Write D_ij = S_i·S_j for i ≠ j; then D_ij = D_ji. The su(2) relations give

[D_ij, Sz_i] = I (Sx_i Sy_j − Sy_i Sx_j)
[D_ij, Sz_j] = I (Sy_i Sx_j − Sx_i Sy_j).

The sum is zero, and likewise for the other axes, so D_ij commutes with every component of S_i + S_j. It also commutes with any third spin S_k, hence

[D_ij, D_ik + D_jk] = 0.  (1)

Now replace 1/(e_i − e_k) by couplings c_ik with c_ki = −c_ik. For i ≠ j, let P = Σ c_ik D_ik and Q = Σ c_jk D_jk, summed over k different from i and j. Then

R_i = Sz_i + g(c_ij D_ij + P)
R_j = Sz_j + g(−c_ij D_ij + Q).

The term without g is [Sz_i, Sz_j] = 0. Since Sz_i commutes with Q and Sz_j with P, the coefficient of g is c_ij [D_ij, Sz_i + Sz_j] = 0. What remains is

[R_i, R_j] = g² (c_ij [D_ij, Q] + c_ij [D_ij, P] + [P, Q]).

In [P, Q] only equal third indices contribute, because D_ik and D_jl share no spin when k ≠ l. Set X_k = [D_ij, D_jk]. Equation (1) gives [D_ij, D_ik] = −X_k, and the same equation for the pair j, k with third spin i gives [D_ik, D_jk] = −X_k. Therefore

[R_i, R_j] = g² Σ_k (c_ij c_jk − c_ij c_ik − c_ik c_jk) X_k.  (2)

For the original couplings put u = e_i − e_j and v = e_j − e_k, so that e_i − e_k = u + v. The coefficient is

1/(uv) − 1/(u(u+v)) − 1/((u+v)v) = ((u+v) − v − u)/(uv(u+v)) = 0.

With two spins the sum in (2) is empty.

In pairing theory the S_i are quasi-spins of doubly degenerate levels. If the e_i are the level energies, assumed distinct, and g is matched to the pairing strength, the R_i are conserved quantities of the reduced BCS Hamiltonian with uniform pairing. The theorem concerns their mutual commutation only; commutation with that Hamiltonian is not proved here, and the theorem supplies neither eigenstates nor a proof that the operators are independent.

## Spins and exchange operators in Lean

The algebra is `A`, and the sites are the elements of `ι`.

```lean
import Mathlib

open Complex Finset

namespace RichardsonGaudinIntegrals

noncomputable section

variable {ι A : Type*} [Ring A] [Algebra ℂ A]
```

The components x, y, z are numbered 0, 1, 2. The field `indep` is the commutation of different sites.

```lean
/-- A family of spins: `S i a` is component `a` (0, 1, 2 for x, y, z) of spin `i`. Each spin obeys
the su(2) relations, and different spins commute. -/
structure IsSpinFamily (S : ι → Fin 3 → A) : Prop where
  xy : ∀ i, S i 0 * S i 1 - S i 1 * S i 0 = I • S i 2
  yz : ∀ i, S i 1 * S i 2 - S i 2 * S i 1 = I • S i 0
  zx : ∀ i, S i 2 * S i 0 - S i 0 * S i 2 = I • S i 1
  indep : ∀ i j, i ≠ j → ∀ a b, Commute (S i a) (S j b)

/-- The exchange operator `S_i · S_j`. -/
def dot (S : ι → Fin 3 → A) (i j : ι) : A :=
  S i 0 * S j 0 + S i 1 * S j 1 + S i 2 * S j 2
```

Symmetry and commutation with a third spin both follow from `indep`.

```lean
/-- The exchange operator of two different spins is symmetric in the two spins. -/
theorem dot_symm {S : ι → Fin 3 → A} (h : IsSpinFamily S) {i j : ι} (hij : i ≠ j) :
    dot S i j = dot S j i := by
  unfold dot
  rw [(h.indep i j hij 0 0).eq, (h.indep i j hij 1 1).eq, (h.indep i j hij 2 2).eq]

/-- The exchange operator of two spins commutes with every component of a third spin. -/
theorem dot_commute_spin {S : ι → Fin 3 → A} (h : IsSpinFamily S) {i j k : ι}
    (hik : i ≠ k) (hjk : j ≠ k) (a : Fin 3) : Commute (dot S i j) (S k a) :=
  (((h.indep i k hik 0 a).mul_left (h.indep j k hjk 0 a)).add_left
    ((h.indep i k hik 1 a).mul_left (h.indep j k hjk 1 a))).add_left
    ((h.indep i k hik 2 a).mul_left (h.indep j k hjk 2 a))
```

For the total spin of a pair, `key` treats one axis `d`, and cyclic permutation supplies the others. `noncomm_ring` checks the expansion of the commutator into elementary ones, which the spin relations then evaluate.

```lean
/-- The exchange operator of two spins commutes with every component of their sum. -/
theorem dot_commute_pair {S : ι → Fin 3 → A} (h : IsSpinFamily S) {i j : ι} (hij : i ≠ j)
    (a : Fin 3) : Commute (dot S i j) (S i a + S j a) := by
  -- one computation serves all three axes, by cyclic permutation
  have key : ∀ a b d : Fin 3, (∀ i, S i d * S i a - S i a * S i d = I • S i b) →
      (∀ i, S i b * S i d - S i d * S i b = I • S i a) →
      Commute (S i a * S j a + S i b * S j b + S i d * S j d) (S i d + S j d) := by
    intro a b d h1 h2
    have c : ∀ p q, S j p * S i q - S i q * S j p = 0 := fun p q =>
      sub_eq_zero.2 (h.indep j i hij.symm p q).eq
    have e : (S i a * S j a + S i b * S j b + S i d * S j d) * (S i d + S j d)
        - (S i d + S j d) * (S i a * S j a + S i b * S j b + S i d * S j d)
        = -((S i d * S i a - S i a * S i d) * S j a) + S i a * (S j a * S i d - S i d * S j a)
        + (S i b * S i d - S i d * S i b) * S j b + S i b * (S j b * S i d - S i d * S j b)
        + S i d * (S j d * S i d - S i d * S j d) - S i a * (S j d * S j a - S j a * S j d)
        - (S j d * S i a - S i a * S j d) * S j a + S i b * (S j b * S j d - S j d * S j b)
        - (S j d * S i b - S i b * S j d) * S j b
        - (S j d * S i d - S i d * S j d) * S j d := by noncomm_ring
    refine sub_eq_zero.1 (e.trans ?_)
    simp only [h1, h2, c, smul_mul_assoc, mul_smul_comm, mul_zero, zero_mul]
    module
  match a with
  | 0 =>
    have e : dot S i j = S i 1 * S j 1 + S i 2 * S j 2 + S i 0 * S j 0 := by unfold dot; abel
    rw [e]; exact key 1 2 0 h.xy h.zx
  | 1 =>
    have e : dot S i j = S i 2 * S j 2 + S i 0 * S j 0 + S i 1 * S j 1 := by unfold dot; abel
    rw [e]; exact key 2 0 1 h.yz h.xy
  | 2 => exact key 0 1 2 h.zx h.yz
```

Equation (1) follows by grouping D_ik + D_jk as (S_i + S_j)·S_k.

```lean
/-- For three different spins, `S_i · S_j` commutes with `S_i · S_k + S_j · S_k`. -/
theorem dot_commute_triple {S : ι → Fin 3 → A} (h : IsSpinFamily S) {i j k : ι}
    (hij : i ≠ j) (hik : i ≠ k) (hjk : j ≠ k) :
    Commute (dot S i j) (dot S i k + dot S j k) := by
  have e : dot S i k + dot S j k = (S i 0 + S j 0) * S k 0 + (S i 1 + S j 1) * S k 1
      + (S i 2 + S j 2) * S k 2 := by
    simp only [dot, add_mul]; abel
  have m := fun a => (dot_commute_pair h hij a).mul_right (dot_commute_spin h hik hjk a)
  rw [e]
  exact ((m 0).add_right (m 1)).add_right (m 2)
```

## The commutator for general couplings

This lemma reduces [P, Q] to its terms with equal index.

```lean
variable [DecidableEq ι]

omit [Algebra ℂ A] in
/-- If `p k` and `q l` commute for `k ≠ l`, the commutator of the sums is the sum of the
commutators at equal index. -/
theorem sum_commutator (s : Finset ι) (p q : ι → A)
    (h : ∀ k ∈ s, ∀ l ∈ s, k ≠ l → Commute (p k) (q l)) :
    (∑ k ∈ s, p k) * (∑ l ∈ s, q l) - (∑ l ∈ s, q l) * (∑ k ∈ s, p k)
      = ∑ k ∈ s, (p k * q k - q k * p k) := by
  have e1 : (∑ k ∈ s, p k) * (∑ l ∈ s, q l) = ∑ k ∈ s, p k * ∑ l ∈ s, q l := sum_mul _ _ _
  have e2 : (∑ l ∈ s, q l) * (∑ k ∈ s, p k) = ∑ k ∈ s, (∑ l ∈ s, q l) * p k := mul_sum _ _ _
  rw [e1, e2, ← sum_sub_distrib]
  refine sum_congr rfl fun k hk => ?_
  have hc : Commute (p k) (∑ l ∈ s.erase k, q l) := Commute.sum_right _ _ _ fun l hl =>
    h k hk l (mem_of_mem_erase hl) (ne_of_mem_erase hl).symm
  rw [← add_sum_erase s q hk, mul_add, add_mul, hc.eq]
  abel
```

From here `ι` is finite. `charge` has arbitrary couplings, and `richardsonGaudin` inserts the special ones.

```lean
variable [Fintype ι]

/-- The operator `Sz_i + g ∑_{k ≠ i} c_ik S_i · S_k` with arbitrary couplings `c`. -/
def charge (S : ι → Fin 3 → A) (c : ι → ι → ℂ) (g : ℂ) (i : ι) : A :=
  S i 2 + g • ∑ k ∈ univ.erase i, c i k • dot S i k

/-- The Richardson-Gaudin operator `R_i = Sz_i + g ∑_{k ≠ i} S_i · S_k / (e_i - e_k)`. -/
def richardsonGaudin (S : ι → Fin 3 → A) (e : ι → ℂ) (g : ℂ) (i : ι) : A :=
  charge S (fun i k => 1 / (e i - e k)) g i
```

The next theorem is equation (2). Within it, `quad` removes the terms of order zero and one in g, while `r1` and `r2` are the two uses of (1) that express every commutator through X_k.

```lean
/-- For antisymmetric couplings, the commutator of two charges is `g²` times a sum over third
spins `k` of a quadratic expression in the couplings times `[S_i · S_j, S_j · S_k]`. -/
theorem charge_commutator {S : ι → Fin 3 → A} (h : IsSpinFamily S) {c : ι → ι → ℂ}
    (hc : ∀ i j, c j i = -c i j) (g : ℂ) {i j : ι} (hij : i ≠ j) :
    charge S c g i * charge S c g j - charge S c g j * charge S c g i
      = g ^ 2 • ∑ k ∈ (univ.erase i).erase j, (c i j * c j k - c i j * c i k - c i k * c j k) •
          (dot S i j * dot S j k - dot S j k * dot S i j) := by
  have hT : ∀ k ∈ (univ.erase i).erase j, i ≠ k ∧ j ≠ k := fun k hk =>
    ⟨(ne_of_mem_erase (mem_of_mem_erase hk)).symm, (ne_of_mem_erase hk).symm⟩
  obtain ⟨P, hP⟩ : ∃ P, P = ∑ k ∈ (univ.erase i).erase j, c i k • dot S i k := ⟨_, rfl⟩
  obtain ⟨Q, hQ⟩ : ∃ Q, Q = ∑ k ∈ (univ.erase i).erase j, c j k • dot S j k := ⟨_, rfl⟩
  -- separate the mutual coupling of i and j from the coupling to third spins
  have s1 : c i j • dot S i j + P = ∑ k ∈ univ.erase i, c i k • dot S i k := by
    rw [hP]
    exact add_sum_erase _ (fun k => c i k • dot S i k) (mem_erase.2 ⟨hij.symm, mem_univ _⟩)
  have s2 : (-c i j) • dot S i j + Q = ∑ k ∈ univ.erase j, c j k • dot S j k := by
    rw [hQ, ← hc i j, dot_symm h hij, erase_right_comm]
    exact add_sum_erase _ (fun k => c j k • dot S j k) (mem_erase.2 ⟨hij, mem_univ _⟩)
  have z0 := (h.indep i j hij 2 2).eq
  have zt := (dot_commute_pair h hij 2).eq
  have zQ : S i 2 * Q = Q * S i 2 := by
    rw [hQ]
    exact (Commute.sum_right _ _ _ fun k hk =>
      ((dot_commute_spin h hij.symm (hT k hk).1.symm 2).symm.smul_right (c j k))).eq
  have zP : P * S j 2 = S j 2 * P := by
    rw [hP]
    exact (Commute.sum_left _ _ _ fun k hk =>
      ((dot_commute_spin h hij (hT k hk).2.symm 2).smul_left (c i k))).eq
  -- the terms linear in g cancel
  have quad : charge S c g i * charge S c g j - charge S c g j * charge S c g i
      = g ^ 2 • (c i j • (dot S i j * Q - Q * dot S i j)
        + c i j • (dot S i j * P - P * dot S i j) + (P * Q - Q * P)) := by
    rw [charge, charge, ← s1, ← s2]
    simp only [mul_add, add_mul, smul_mul_assoc, mul_smul_comm] at zt ⊢
    linear_combination (norm := module) z0 + (g * c i j) • zt + g • zQ + g • zP
  have tsum : ∀ f : ι → A, dot S i j * (∑ k ∈ (univ.erase i).erase j, f k)
      - (∑ k ∈ (univ.erase i).erase j, f k) * dot S i j
      = ∑ k ∈ (univ.erase i).erase j, (dot S i j * f k - f k * dot S i j) := fun f => by
    rw [mul_sum, sum_mul, ← sum_sub_distrib]
  have hPQ := sum_commutator ((univ.erase i).erase j) (fun k => c i k • dot S i k)
    (fun k => c j k • dot S j k) fun k hk l hl hkl => by
      have m := fun a => (dot_commute_spin h hij (hT k hk).2.symm a).mul_right
        (dot_commute_spin h (hT l hl).1 hkl a)
      exact ((((m 0).add_right (m 1)).add_right (m 2)).smul_left (c i k)).smul_right (c j l)
  rw [quad, hP, hQ, tsum, tsum, hPQ, smul_sum, smul_sum, ← sum_add_distrib, ← sum_add_distrib]
  congr 1
  refine sum_congr rfl fun k hk => ?_
  -- all three commutators of a triple are equal up to sign
  obtain ⟨hik, hjk⟩ := hT k hk
  have r1 := (dot_commute_triple h hij hik hjk).eq
  have r2 := (dot_commute_triple h hjk hij.symm hik.symm).eq
  rw [dot_symm h hij.symm, dot_symm h hik.symm] at r2
  simp only [mul_add, add_mul, smul_mul_assoc, mul_smul_comm] at r1 r2 ⊢
  linear_combination (norm := module) (c i j * c i k) • r1 - (c i k * c j k) • r2
```

## Distinct parameters and their consequences

Injectivity of `e` says that the parameters are distinct, which makes the three denominators nonzero; `field_simp` and `ring` then verify the coefficient identity. Antisymmetry is also required at equal indices, where Lean's 1/0 = 0 satisfies it; that entry never enters an operator.

```lean
/-- For distinct `e_i` and any `g`, the Richardson-Gaudin operators commute pairwise. -/
theorem richardsonGaudin_commute {S : ι → Fin 3 → A} (h : IsSpinFamily S) {e : ι → ℂ}
    (he : Function.Injective e) (g : ℂ) (i j : ι) :
    Commute (richardsonGaudin S e g i) (richardsonGaudin S e g j) := by
  by_cases hij : i = j
  · rw [hij]
  refine sub_eq_zero.1 ((charge_commutator h (fun a b => ?_) g hij).trans ?_)
  · show 1 / (e b - e a) = -(1 / (e a - e b))
    rw [← neg_sub (e a) (e b), div_neg]
  · rw [sum_eq_zero, smul_zero]
    intro k hk
    have h1 : e i - e j ≠ 0 := sub_ne_zero.2 (he.ne hij)
    have h2 : e j - e k ≠ 0 := sub_ne_zero.2 (he.ne (ne_of_mem_erase hk).symm)
    have h3 : e i - e k ≠ 0 :=
      sub_ne_zero.2 (he.ne (ne_of_mem_erase (mem_of_mem_erase hk)).symm)
    have hz : 1 / (e i - e j) * (1 / (e j - e k)) - 1 / (e i - e j) * (1 / (e i - e k))
        - 1 / (e i - e k) * (1 / (e j - e k)) = 0 := by
      field_simp
      ring
    exact (congrArg (· • _) hz).trans (zero_smul ℂ _)
```

Bilinearity extends the result to linear combinations, with complex coefficients.

```lean
/-- Any two linear combinations of the Richardson-Gaudin operators commute. -/
theorem combination_commute {S : ι → Fin 3 → A} (h : IsSpinFamily S) {e : ι → ℂ}
    (he : Function.Injective e) (g : ℂ) (a b : ι → ℂ) :
    Commute (∑ i, a i • richardsonGaudin S e g i) (∑ j, b j • richardsonGaudin S e g j) :=
  Commute.sum_left _ _ _ fun i _ => Commute.sum_right _ _ _ fun j _ =>
    ((richardsonGaudin_commute h he g i j).smul_left (a i)).smul_right (b j)
```

For three spins, numbered 0, 1, 2, the sum in (2) for i = 0, j = 1 has the single term k = 2, so the vanishing of its coefficient is also necessary for these two charges to commute, provided g ≠ 0 and X_2 = [D_01, D_12] ≠ 0. The latter is the hypothesis `hw`: the two exchange operators must really interfere, which fails if, for instance, one spin has length zero.

```lean
omit [DecidableEq ι] [Fintype ι] in
/-- For three spins with antisymmetric couplings, `g ≠ 0` and noncommuting exchange operators, the
first two charges commute exactly when the couplings satisfy a quadratic equation. -/
theorem three_spin_commute_iff {S : Fin 3 → Fin 3 → A} (h : IsSpinFamily S)
    {c : Fin 3 → Fin 3 → ℂ} (hc : ∀ i j, c j i = -c i j) {g : ℂ} (hg : g ≠ 0)
    (hw : dot S 0 1 * dot S 1 2 ≠ dot S 1 2 * dot S 0 1) :
    Commute (charge S c g 0) (charge S c g 1) ↔
      c 0 1 * c 1 2 - c 0 1 * c 0 2 - c 0 2 * c 1 2 = 0 := by
  have hs : ((univ : Finset (Fin 3)).erase 0).erase 1 = {2} := by decide
  rw [commute_iff_eq, ← sub_eq_zero, charge_commutator h hc g (by decide), hs, sum_singleton,
    smul_eq_zero, smul_eq_zero, or_iff_right (pow_ne_zero 2 hg), or_iff_left (sub_ne_zero.2 hw)]
```

## Spins one-half on a lattice

A concrete family uses the usual spin one-half matrices. `siteOp` applies a matrix to the spin at site i of a wavefunction ψ(σ), leaving the rest of the configuration σ unchanged.

```lean
omit [Fintype ι]

/-- The spin one-half matrices. -/
def spinHalf : Fin 3 → Matrix (Fin 2) (Fin 2) ℂ :=
  ![!![0, 1 / 2; 1 / 2, 0], !![0, -I / 2; I / 2, 0], !![1 / 2, 0; 0, -1 / 2]]

/-- A two-by-two matrix acting on site `i` of a wavefunction of spin configurations. -/
def siteOp (i : ι) (M : Matrix (Fin 2) (Fin 2) ℂ) : Module.End ℂ ((ι → Fin 2) → ℂ) where
  toFun ψ σ := ∑ s, M (σ i) s * ψ (Function.update σ i s)
  map_add' ψ φ := by
    ext σ; simp only [Fin.sum_univ_two, Pi.add_apply]; ring
  map_smul' r ψ := by
    ext σ; simp only [Fin.sum_univ_two, Pi.smul_apply, smul_eq_mul, RingHom.id_apply]; ring
```

The matrix commutators carry over to each site, and updates at different sites can be exchanged. This gives the spin relations for any set of sites; the commutation theorem applies when that set is finite.

```lean
/-- Spin one-half matrices acting on the sites of a lattice form a family of spins. -/
theorem isSpinFamily_witness :
    IsSpinFamily (fun (i : ι) (a : Fin 3) => siteOp i (spinHalf a)) := by
  have ap : ∀ (i : ι) M ψ σ, siteOp i M ψ σ = ∑ s, M (σ i) s * ψ (Function.update σ i s) :=
    fun _ _ _ _ => rfl
  -- a commutator of matrices carries over to the site
  have key : ∀ (i : ι) (M K L : Matrix (Fin 2) (Fin 2) ℂ), M * K - K * M = I • L →
      siteOp i M * siteOp i K - siteOp i K * siteOp i M = I • siteOp i L := by
    intro i M K L hM
    refine LinearMap.ext fun ψ => funext fun σ => ?_
    have hs : ∀ a b, (M * K - K * M) a b = (I • L) a b := fun a b => by rw [hM]
    simp only [Matrix.sub_apply, Matrix.mul_apply, Matrix.smul_apply, Fin.sum_univ_two,
      smul_eq_mul] at hs
    simp only [LinearMap.sub_apply, Module.End.mul_apply, LinearMap.smul_apply, Pi.sub_apply,
      Pi.smul_apply, smul_eq_mul, ap, Fin.sum_univ_two, Function.update_self,
      Function.update_idem]
    linear_combination ψ (Function.update σ i 0) * hs (σ i) 0
      + ψ (Function.update σ i 1) * hs (σ i) 1
  refine ⟨fun i => key i _ _ _ ?_, fun i => key i _ _ _ ?_, fun i => key i _ _ _ ?_, ?_⟩
  iterate 3
    · ext a b
      fin_cases a <;> fin_cases b <;>
        simp [spinHalf] <;>
        first
          | ring1
          | linear_combination (1 / 2 : ℂ) * I_mul_I
          | linear_combination (-1 / 2 : ℂ) * I_mul_I
  · intro i j hij a b
    refine LinearMap.ext fun ψ => funext fun σ => ?_
    have uc : ∀ s t, Function.update (Function.update σ i s) j t
        = Function.update (Function.update σ j t) i s := fun s t =>
      Function.update_comm hij _ _ _
    simp only [Module.End.mul_apply, ap, Fin.sum_univ_two, Function.update_of_ne hij,
      Function.update_of_ne hij.symm, uc]
    ring

end

end RichardsonGaudinIntegrals
```

```lean
#print axioms RichardsonGaudinIntegrals.richardsonGaudin_commute
-- 'RichardsonGaudinIntegrals.richardsonGaudin_commute' depends on axioms: [propext, Classical.choice, Quot.sound]
#print axioms RichardsonGaudinIntegrals.combination_commute
-- 'RichardsonGaudinIntegrals.combination_commute' depends on axioms: [propext, Classical.choice, Quot.sound]
#print axioms RichardsonGaudinIntegrals.three_spin_commute_iff
-- 'RichardsonGaudinIntegrals.three_spin_commute_iff' depends on axioms: [propext, Classical.choice, Quot.sound]
```
